# A finite Hermitian matrix has zero variance in every unit vector exactly when it is a real multiple of the identity

In a calculation on a finite model space, a term of the Hamiltonian is sometimes replaced by a number. In a sector with a fixed number of electrons, for example, the term \(-\mu \hat N\), with chemical potential \(\mu\) and number operator \(\hat N\), becomes a constant that shifts all energies equally. The replacement is correct if the term has one and the same sharp value in every state of the space. It is in fact enough to know that the value is sharp in every state, because the values in different states must then agree.

In terms of matrices, let \(A\) be a Hermitian matrix with rows and columns labelled by a finite set. Its variance vanishes in every unit vector if and only if \(A = c\,\mathbb 1\) for some real number \(c\). For the "only if" direction, not all unit vectors are needed: the basis states and the equal superpositions of two different basis states suffice.

## From zero spread to a single eigenvalue

Let \(\psi\) be a vector with \(\langle\psi|\psi\rangle = 1\). Write \(m = \langle\psi|A\psi\rangle\) for the expectation value and

\[
V(\psi) = \langle\psi|A^2\psi\rangle - \langle\psi|A\psi\rangle^2
\]

for the variance, which textbooks often denote by \((\Delta A)^2\).

Since \(A\) is Hermitian, \(\langle A\varphi|\psi\rangle = \langle\varphi|A\psi\rangle\) for all vectors \(\varphi\) and \(\psi\). Taking \(\varphi = \psi\) gives

\[
m^* = \langle A\psi|\psi\rangle = \langle\psi|A\psi\rangle = m ,
\]

so \(m\) is real. Now expand the squared norm of \((A-m)\psi\):

\[
\begin{aligned}
\langle (A-m)\psi|(A-m)\psi\rangle
&= \langle A\psi|A\psi\rangle - m\langle A\psi|\psi\rangle - m\langle\psi|A\psi\rangle + m^2\langle\psi|\psi\rangle \\
&= \langle\psi|A^2\psi\rangle - m^2 - m^2 + m^2 \\
&= V(\psi).
\end{aligned}
\]

A squared norm is zero only for the zero vector. If \(V(\psi)=0\), then \(A\psi = m\psi\), and \(\psi\) is an eigenvector with the real eigenvalue \(m\). Conversely, if \(A\psi = a\psi\) with \(a\) real, then \(m = a\langle\psi|\psi\rangle = a\), so \((A-m)\psi = 0\) and \(V(\psi)=0\).

Suppose next that the variance vanishes in every basis state \(|i\rangle\). Each of them is then an eigenvector, \(A|i\rangle = a_i|i\rangle\) with \(a_i\) real. Component \(k\) of this equation reads

\[
A_{ki} = a_i\,\delta_{ki},
\]

so \(A\) is diagonal. Its diagonal entries may still differ. The Pauli matrix \(\sigma_z\) has zero variance in both of its basis states, yet it is not a multiple of the identity.

The superpositions remove this freedom. For \(i \neq j\), suppose that the variance also vanishes in \((|i\rangle+|j\rangle)/\sqrt2\). This is a unit vector, hence an eigenvector with some real eigenvalue \(b\):

\[
\frac{a_i|i\rangle + a_j|j\rangle}{\sqrt2} = b\,\frac{|i\rangle+|j\rangle}{\sqrt2}.
\]

Comparing the components along \(|i\rangle\) and \(|j\rangle\) gives \(a_i = b = a_j\). All diagonal entries are therefore equal to one real number \(c\), and \(A = c\,\mathbb 1\).

In the other direction, \(A = c\,\mathbb 1\) gives \(A\psi = c\psi\) for every \(\psi\), so the variance is zero in every unit vector.

It follows that a Hermitian matrix which is not a real multiple of the identity has \(V(\psi)\neq 0\) for some unit vector \(\psi\). Since \(V(\psi)\) is a squared norm, it is strictly positive there.

## States, expectation values and variance in Lean

The type `n` labels an orthonormal basis, and a state is a function `ψ : n → ℂ` that lists its components. The type is finite but may be empty. The scope `ComplexOrder` provides an order on the complex numbers in which `0 < z` means that `z` is real and positive.

```lean
import Mathlib

open Matrix
open scoped ComplexOrder

namespace ZeroVariance

noncomputable section

variable {n : Type*} [Fintype n]
```

The inner product \(\langle\varphi|\psi\rangle\) is written `star φ ⬝ᵥ ψ`, where `star` conjugates each component, so the product is antilinear in its first argument. The product of a matrix and a vector is `A *ᵥ ψ`.

```lean
/-- The expectation value `⟨ψ|Aψ⟩` of a matrix `A` in a normalised vector `ψ`. -/
def expval (A : Matrix n n ℂ) (ψ : n → ℂ) : ℂ := star ψ ⬝ᵥ A *ᵥ ψ
```

The variance is the difference of two expectation values, with `A * A` the matrix product. Both definitions accept any vector. They have their physical meaning for normalised ones, and the theorems that need this assume `star ψ ⬝ᵥ ψ = 1`. Both quantities are complex numbers by type; that they are real for a Hermitian matrix has to be derived.

```lean
/-- The variance `⟨A²⟩ - ⟨A⟩²` of a matrix `A` in a normalised vector `ψ`. -/
def variance (A : Matrix n n ℂ) (ψ : n → ℂ) : ℂ :=
  expval (A * A) ψ - expval A ψ ^ 2
```

One step from this model to an actual calculation is left to the user: the matrix must represent the observable on a space that the observable maps into itself. If an operator is truncated to a subspace that it leaves, the square of the truncated matrix generally differs from the truncation of the squared operator. The variance computed here can then be zero although the operator itself has a spread. In the sector of fixed electron number the condition holds for \(\hat N\).

## The variance as a squared norm

The hypothesis `A.IsHermitian` says that `A` equals its conjugate transpose. The first lemma uses it to move `A` across the inner product: conjugating `A *ᵥ φ` produces the conjugate transpose, `hA.eq` turns that back into `A`, and the last rewrite regroups the product.

```lean
/-- A Hermitian matrix can be moved from one side of the inner product to the other. -/
theorem hermitian_move {A : Matrix n n ℂ} (hA : A.IsHermitian) (φ ψ : n → ℂ) :
    star (A *ᵥ φ) ⬝ᵥ ψ = star φ ⬝ᵥ A *ᵥ ψ := by
  rw [Matrix.star_mulVec, hA.eq, Matrix.dotProduct_mulVec]
```

With both vectors equal to `ψ`, this gives the reality of the expectation value, stated as invariance under complex conjugation. Normalisation is not needed here.

```lean
/-- The expectation value of a Hermitian matrix equals its own complex conjugate. -/
theorem expval_real {A : Matrix n n ℂ} (hA : A.IsHermitian) (ψ : n → ℂ) :
    star (expval A ψ) = expval A ψ :=
  (Matrix.star_dotProduct (A *ᵥ ψ) ψ).symm.trans (hermitian_move hA ψ ψ)
```

The next theorem is the expansion of \(\langle(A-m)\psi|(A-m)\psi\rangle\). The facts `h1`, `h2` and `h3` identify three of the four inner products: the first is \(\langle A^2\rangle\), and the two cross terms both contain \(\langle A\rangle\). The fourth is \(\langle\psi|\psi\rangle\), which `hψ` sets to 1. The long rewrite expands the product and uses `expval_real` to remove the conjugation from the mean. Then `ring` collects \(-m^2-m^2+m^2\) into \(-m^2\).

```lean
/-- In a unit vector, the variance of a Hermitian matrix is the squared norm of
`(A - ⟨A⟩)ψ`. -/
theorem variance_eq_normSq {A : Matrix n n ℂ} (hA : A.IsHermitian) {ψ : n → ℂ}
    (hψ : star ψ ⬝ᵥ ψ = 1) :
    variance A ψ =
      star (A *ᵥ ψ - expval A ψ • ψ) ⬝ᵥ (A *ᵥ ψ - expval A ψ • ψ) := by
  have h1 : star (A *ᵥ ψ) ⬝ᵥ A *ᵥ ψ = expval (A * A) ψ := by
    rw [hermitian_move hA, Matrix.mulVec_mulVec]
    rfl
  have h2 : star (A *ᵥ ψ) ⬝ᵥ ψ = expval A ψ := hermitian_move hA ψ ψ
  have h3 : star ψ ⬝ᵥ A *ᵥ ψ = expval A ψ := rfl
  -- expand the square and use that the mean is real
  rw [star_sub, star_smul, expval_real hA, sub_dotProduct, dotProduct_sub,
    dotProduct_sub, smul_dotProduct, smul_dotProduct, dotProduct_smul,
    dotProduct_smul, h1, h2, h3, hψ, variance]
  simp only [smul_eq_mul]
  ring
```

The eigenvector criterion follows. Its right-hand side, `∃ a : ℝ, A *ᵥ ψ = (a : ℂ) • ψ`, says that some real number `a`, read as a complex number, is the eigenvalue. In the forward direction the squared norm is zero, so the vector \((A-m)\psi\) is zero; the eigenvalue supplied is the real part of the expectation value, which `hr` shows to be the expectation value itself. In the backward direction `he` computes the mean as `a`, and the difference vector vanishes.

```lean
/-- A Hermitian matrix has zero variance in a unit vector exactly when that vector is an
eigenvector with a real eigenvalue. -/
theorem variance_eq_zero_iff {A : Matrix n n ℂ} (hA : A.IsHermitian) {ψ : n → ℂ}
    (hψ : star ψ ⬝ᵥ ψ = 1) :
    variance A ψ = 0 ↔ ∃ a : ℝ, A *ᵥ ψ = (a : ℂ) • ψ := by
  constructor
  · intro h
    rw [variance_eq_normSq hA hψ, dotProduct_star_self_eq_zero] at h
    have hr : ((expval A ψ).re : ℂ) = expval A ψ :=
      Complex.conj_eq_iff_re.1 (expval_real hA ψ)
    exact ⟨(expval A ψ).re, by rw [hr]; exact sub_eq_zero.1 h⟩
  · rintro ⟨a, h⟩
    have he : expval A ψ = a := by
      rw [expval, h, dotProduct_smul, hψ, smul_eq_mul, mul_one]
    rw [variance_eq_normSq hA hψ, he, h, sub_self, dotProduct_zero]
```

## Basis states and pair superpositions as test vectors

The basis state `basisState i` has component 1 at `i` and 0 elsewhere.

```lean
variable [DecidableEq n]

/-- The basis state `|i⟩`. -/
def basisState (i : n) : n → ℂ := Pi.single i 1
```

The superposition carries the factor \(1/\sqrt2\), entered as a real number and then converted to a complex one. The definition also accepts `i = j`, where it gives \(\sqrt2\,|i\rangle\), which is not a unit vector. The theorems below use it only for different labels.

```lean
/-- The equal superposition `(|i⟩ + |j⟩)/√2` of two different basis states. -/
def superposition (i j : n) : n → ℂ :=
  (((√2)⁻¹ : ℝ) : ℂ) • (basisState i + basisState j)
```

Both kinds of test vector have to be shown to be normalised before the eigenvector criterion applies to them. For basis states this is immediate.

```lean
/-- Basis states are unit vectors. -/
theorem basisState_unit (i : n) : star (basisState i) ⬝ᵥ basisState i = 1 := by
  simp [basisState]
```

For a superposition, `hn` finds that \(|i\rangle+|j\rangle\) has squared norm 2, where `hij` removes the overlaps between the two states. The facts `hr` and `hc` say that \(\tfrac{1}{\sqrt2}\cdot\tfrac{1}{\sqrt2}\cdot 2 = 1\), first for real and then for complex numbers, and `hs` says that the prefactor is its own conjugate.

```lean
/-- The equal superposition of two different basis states is a unit vector. -/
theorem superposition_unit {i j : n} (hij : i ≠ j) :
    star (superposition i j) ⬝ᵥ superposition i j = 1 := by
  have hr : (√2)⁻¹ * (√2)⁻¹ * 2 = (1 : ℝ) := by
    rw [← mul_inv, Real.mul_self_sqrt (by norm_num)]
    norm_num
  have hc : (((√2)⁻¹ : ℝ) : ℂ) * (((√2)⁻¹ : ℝ) : ℂ) * 2 = 1 := by
    exact_mod_cast hr
  have hs : star (((√2)⁻¹ : ℝ) : ℂ) = (((√2)⁻¹ : ℝ) : ℂ) := Complex.conj_ofReal _
  have hn : star (basisState i + basisState j) ⬝ᵥ (basisState i + basisState j)
      = (2 : ℂ) := by
    rw [dotProduct_add]
    simp only [basisState, dotProduct_single_one, Pi.star_apply, Pi.add_apply,
      Pi.single_apply, hij, hij.symm, if_true, if_false, add_zero, zero_add, star_one]
    norm_num
  rw [superposition, star_smul, smul_dotProduct, dotProduct_smul, hn, hs,
    smul_eq_mul, smul_eq_mul, ← mul_assoc]
  exact hc
```

## Zero variance in the test vectors fixes the matrix

The hypothesis `hb` requires zero variance in all basis states, and `hp` requires it in all superpositions of two different ones. The conclusion is that `A` is `(c : ℂ) • 1` for a real `c`.

The `choose` line applies the eigenvector criterion to every basis state and collects the eigenvalues in a function `a`, so that `a i` is the \(a_i\) of the derivation. Then `hent` takes component `k` of the eigenvalue equation for \(|i\rangle\), which is the formula \(A_{ki} = a_i\delta_{ki}\).

The statement `heq` is the comparison of eigenvalues. For different labels, the criterion gives an eigenvalue `b` of the superposition. The nonzero factor \(1/\sqrt2\) is cancelled with `smul_right_injective`, and the components at `i` and `j` yield `a i = b` and `a j = b`.

The proof ends with a distinction by size. If `n` is empty, the matrix has no entries and `c = 0` serves. Otherwise a label `i₀` is picked and `c` is `a i₀`. When there is only one label, `hp` imposes no condition, and the single diagonal entry is the constant.

```lean
/-- If a Hermitian matrix has zero variance in all basis states and in all equal
superpositions of two different basis states, it is a real multiple of the identity. -/
theorem scalar_of_test_states {A : Matrix n n ℂ} (hA : A.IsHermitian)
    (hb : ∀ i, variance A (basisState i) = 0)
    (hp : ∀ i j, i ≠ j → variance A (superposition i j) = 0) :
    ∃ c : ℝ, A = (c : ℂ) • (1 : Matrix n n ℂ) := by
  choose a ha using fun i => (variance_eq_zero_iff hA (basisState_unit i)).1 (hb i)
  -- the basis states make the matrix diagonal
  have hent : ∀ k i, A k i = if k = i then (a i : ℂ) else 0 := by
    intro k i
    have h := congrFun (ha i) k
    simpa [basisState, Matrix.mulVec_single_one, Pi.single_apply] using h
  -- the superpositions make the diagonal entries equal
  have heq : ∀ i j, a i = a j := by
    intro i j
    by_cases hij : i = j
    · rw [hij]
    obtain ⟨b, h⟩ := (variance_eq_zero_iff hA (superposition_unit hij)).1 (hp i j hij)
    have hs : (((√2)⁻¹ : ℝ) : ℂ) ≠ 0 := by
      have h2 : (√2)⁻¹ ≠ (0 : ℝ) := by positivity
      exact_mod_cast h2
    rw [superposition, Matrix.mulVec_smul, smul_comm] at h
    have h' := smul_right_injective (n → ℂ) hs h
    rw [Matrix.mulVec_add, ha i, ha j] at h'
    have hi : a i = b := by
      simpa [basisState, Pi.single_apply, hij, Ne.symm hij] using congrFun h' i
    have hj : a j = b := by
      simpa [basisState, Pi.single_apply, hij, Ne.symm hij] using congrFun h' j
    rw [hi, hj]
  rcases isEmpty_or_nonempty n with hn | ⟨⟨i₀⟩⟩
  · exact ⟨0, by ext i j; exact isEmptyElim i⟩
  · refine ⟨a i₀, ?_⟩
    ext k i
    rw [hent, heq i i₀]
    simp [Matrix.one_apply]
```

## The equivalence and a state with positive spread

The main theorem quantifies over all unit vectors on its left-hand side. Its forward direction passes only the test vectors on to `scalar_of_test_states`. Its backward direction notes that every unit vector is an eigenvector of \(c\,\mathbb 1\) and applies the criterion once more. For an empty `n` there are no unit vectors, so the left-hand side holds trivially, and so does the right-hand side.

For a finite-dimensional quantum system whose every unit vector counts as a state, this means that an observable which is sharp in all pure states takes the same value in all of them. If a superselection rule forbids some superpositions, the left-hand side demands more than sharpness in the physically allowed states.

```lean
/-- A Hermitian matrix has zero variance in every unit vector if and only if it is a real
multiple of the identity. -/
theorem variance_zero_everywhere_iff {A : Matrix n n ℂ} (hA : A.IsHermitian) :
    (∀ ψ : n → ℂ, star ψ ⬝ᵥ ψ = 1 → variance A ψ = 0) ↔
      ∃ c : ℝ, A = (c : ℂ) • (1 : Matrix n n ℂ) := by
  constructor
  · intro h
    exact scalar_of_test_states hA (fun i => h _ (basisState_unit i))
      (fun i j hij => h _ (superposition_unit hij))
  · rintro ⟨c, hc⟩ ψ hψ
    refine (variance_eq_zero_iff hA hψ).2 ⟨c, ?_⟩
    rw [hc, Matrix.smul_mulVec, Matrix.one_mulVec]
```

The last theorem is the contrapositive with a sign added. Its hypothesis `hne` says that `A` is not a real multiple of the identity, and its conclusion provides a unit vector in which the variance is real and strictly positive. The proof assumes that there is no such vector. By `variance_eq_normSq` the variance is never negative in a unit vector, so under this assumption it would be zero in all of them, and the main theorem would contradict `hne`. The argument by contradiction does not say which vector has the positive variance. The previous results narrow it down, since at least one of the test vectors must have nonzero variance.

```lean
/-- A Hermitian matrix that is not a real multiple of the identity has strictly positive
variance in some unit vector. -/
theorem exists_positive_variance {A : Matrix n n ℂ} (hA : A.IsHermitian)
    (hne : ¬ ∃ c : ℝ, A = (c : ℂ) • (1 : Matrix n n ℂ)) :
    ∃ ψ : n → ℂ, star ψ ⬝ᵥ ψ = 1 ∧ 0 < variance A ψ := by
  by_contra hcon
  refine hne ((variance_zero_everywhere_iff hA).1 fun ψ hψ => ?_)
  by_contra h0
  have hnn : 0 ≤ variance A ψ := by
    rw [variance_eq_normSq hA hψ]
    exact dotProduct_star_self_nonneg _
  exact hcon ⟨ψ, hψ, lt_of_le_of_ne hnn (Ne.symm h0)⟩

end

end ZeroVariance
```

```lean
#print axioms ZeroVariance.variance_zero_everywhere_iff
#print axioms ZeroVariance.exists_positive_variance
```

```
'ZeroVariance.variance_zero_everywhere_iff' depends on axioms: [propext, Classical.choice, Quot.sound]
'ZeroVariance.exists_positive_variance' depends on axioms: [propext, Classical.choice, Quot.sound]
```
